# For one orbital with two fermionic spin modes, \(S^2=\tfrac34(n_u-n_d)^2\)

## Can the spin of an orbital be read off from its occupations?

Should the annihilation operators of the two spin states of an orbital be specific \(4\times4\) matrices, or elements of an algebra about which only the anticommutation relations are known? I ask because I want to use the identity

\[
S^2=\tfrac34(n_u-n_d)^2=\tfrac34(n_u+n_d-2n_un_d)
\]

for an orbital that sits inside a larger system, where the matrices are no longer \(4\times4\). Here \(n_u\) and \(n_d\) count the spin-up and spin-down electrons. The right-hand side contains no spin flips, although \(S_x\) and \(S_y\) are made of them. I can check the four basis states, but I would like to see the identity derived rigorously from the operator relations, together with \(S^2(S^2-\tfrac34)=0\), and checked by machine.

## It follows from the anticommutation relations

Take the algebra. Let \(u\) and \(d\) be elements of a complex algebra with an adjoint \(\dagger\), subject to

\[
u^2=d^2=0,\quad uu^\dagger+u^\dagger u=1,\quad dd^\dagger+d^\dagger d=1,\quad ud+du=0,\quad ud^\dagger+d^\dagger u=0 .
\]

The result then applies to each orbital of a larger system, and the \(4\times4\) matrices become an example. Taking adjoints gives the remaining relations: \((u^\dagger)^2=0\), \(du^\dagger+u^\dagger d=0\) and \(d^\dagger u^\dagger+u^\dagger d^\dagger=0\).

### Number operators and spin flips

Write \(n_u=u^\dagger u\), \(n_d=d^\dagger d\), \(F=u^\dagger d\) and \(F^\dagger=d^\dagger u\). First,

\[
n_u^2=u^\dagger(uu^\dagger)u=u^\dagger(1-u^\dagger u)u=n_u-u^\dagger u^\dagger uu=n_u ,
\]

and likewise \(n_d^2=n_d\). Moving \(u\) or \(u^\dagger\) through the pair \(d^\dagger d\) costs two minus signs, so both commute with \(n_d\), and therefore \(n_un_d=n_dn_u\).

For the flips,

\[
F^2=u^\dagger du^\dagger d=-u^\dagger u^\dagger dd=0,\qquad
FF^\dagger=u^\dagger(dd^\dagger)u=u^\dagger(1-n_d)u=n_u(1-n_d).
\]

Exchanging the labels gives \((F^\dagger)^2=0\) and \(F^\dagger F=n_d(1-n_u)\).

### The squared moment

Let \(m=n_u-n_d\). Since the number operators are commuting idempotents,

\[
m^2=n_u+n_d-2n_un_d,
\]
\[
m^3=(n_u+n_d-2n_un_d)(n_u-n_d)=n_u-n_d=m .
\]

In the second line all terms in \(n_un_d\) cancel. Hence \(m^4=m^3m=m^2\), so \(m^2\) is idempotent.

### The three components

With \(\hbar=1\), define

\[
S_x=\tfrac12(F+F^\dagger),\qquad S_y=\tfrac1{2i}(F-F^\dagger),\qquad S_z=\tfrac12m .
\]

These are spin components in the usual sense. We have \(n_uF=F\), \(Fn_u=0\), \(n_dF=0\) and \(Fn_d=F\), so \([m,F]=2F\). Exchanging labels gives \([m,F^\dagger]=-2F^\dagger\), and the flip products give \([F,F^\dagger]=m\). Therefore

\[
[S_x,S_y]=\tfrac1{4i}(-2m)=iS_z,
\]
\[
[S_y,S_z]=\tfrac1{4i}(-2F-2F^\dagger)=iS_x,
\]
\[
[S_z,S_x]=\tfrac14(2F-2F^\dagger)=iS_y .
\]

For the squares, \(F^2\) and \((F^\dagger)^2\) vanish, which leaves

\[
S_x^2=S_y^2=\tfrac14(FF^\dagger+F^\dagger F)=\tfrac14(n_u+n_d-2n_un_d)=\tfrac14m^2 ,
\]

and \(S_z^2=\tfrac14m^2\) by definition. The sum is \(S^2=\tfrac34m^2\). Finally,

\[
S^2\left(S^2-\tfrac34\right)=\tfrac9{16}(m^4-m^2)=0 .
\]

The value \(\tfrac34=\tfrac12(\tfrac12+1)\) belongs to a single electron in the orbital; an empty or doubly occupied orbital has spin zero.

### The Lean file

```lean
import Mathlib

open Matrix

namespace LocalOrbitalSpin

noncomputable section

variable {A : Type*} [Ring A] [StarRing A]

/-- The canonical anticommutation relations for the annihilation operators `u` and `d`
of the two spin states of one orbital; `star` is the adjoint. -/
structure IsCARPair (u d : A) : Prop where
  uu : u * u = 0
  dd : d * d = 0
  u_star : u * star u + star u * u = 1
  d_star : d * star d + star d * d = 1
  ud : u * d + d * u = 0
  ud_star : u * star d + star d * u = 0

/-- The number operator `a† a` of a mode. -/
def num (a : A) : A := star a * a

/-- The spin flip `a† b`, which moves an electron from mode `b` to mode `a`. -/
def flip (a b : A) : A := star a * b

/-- The anticommutation relations are unchanged when the two spin labels are exchanged. -/
theorem IsCARPair.swap {u d : A} (h : IsCARPair u d) : IsCARPair d u where
  uu := h.dd
  dd := h.uu
  u_star := h.d_star
  d_star := h.u_star
  ud := by rw [add_comm]; exact h.ud
  ud_star := by
    have := congrArg star h.ud_star
    simpa only [star_add, star_mul, star_star, star_zero] using this

/-- The number operator of a mode is idempotent, and the two number operators commute. -/
theorem number_algebra {u d : A} (h : IsCARPair u d) :
    num u * num u = num u ∧ num u * num d = num d * num u := by
  have h1 := h.swap.ud_star
  have h2 : star d * star u + star u * star d = 0 := by
    have := congrArg star h.ud
    simpa only [star_add, star_mul, star_zero] using this
  unfold num
  constructor
  · linear_combination (norm := noncomm_ring)
      star u * h.u_star * u - star u * star u * h.uu
  · -- move the pair `d† d` through `u† u`, one operator at a time
    linear_combination (norm := noncomm_ring)
      star u * h.ud_star * d - star u * star d * h.ud + h2 * (d * u) - star d * h1 * u

/-- The spin flip `u† d` squares to zero, and its product with the reverse flip, `(u† d)(d† u)`,
equals `n_u (1 - n_d)`. -/
theorem flip_products {u d : A} (h : IsCARPair u d) :
    flip u d * flip u d = 0 ∧ flip u d * flip d u = num u * (1 - num d) := by
  have h1 := h.swap.ud_star
  unfold flip num
  constructor
  · linear_combination (norm := noncomm_ring)
      star u * h1 * d - star u * star u * h.dd
  · linear_combination (norm := noncomm_ring)
      star u * h.d_star * u - star u * star d * h.ud + star u * h.ud_star * d

/-- The commutator of `n_u - n_d` with the spin flip `u† d` is twice that flip. -/
theorem commutator_flip {u d : A} (h : IsCARPair u d) :
    (num u - num d) * flip u d - flip u d * (num u - num d) = flip u d + flip u d := by
  have h1 := h.swap.ud_star
  have h0 : star u * star u = 0 := by rw [← star_mul, h.uu, star_zero]
  have a1 : num u * flip u d = flip u d := by
    unfold num flip
    linear_combination (norm := noncomm_ring) star u * h.u_star * d - h0 * (u * d)
  have a2 : flip u d * num u = 0 := by
    unfold num flip
    linear_combination (norm := noncomm_ring) star u * h1 * u - h0 * (d * u)
  have a3 : num d * flip u d = 0 := by
    unfold num flip
    linear_combination (norm := noncomm_ring) star d * h1 * d - star d * star u * h.dd
  have a4 : flip u d * num d = flip u d := by
    unfold num flip
    linear_combination (norm := noncomm_ring) star u * h.d_star * d - star u * star d * h.dd
  linear_combination (norm := noncomm_ring) a1 - a2 - a3 + a4

/-- The squared moment `(n_u - n_d)²` equals `n_u + n_d - 2 n_u n_d` and is idempotent. -/
theorem moment_sq {u d : A} (h : IsCARPair u d) :
    (num u - num d) ^ 2 = num u + num d - 2 * (num u * num d) ∧
      (num u - num d) ^ 2 * (num u - num d) ^ 2 = (num u - num d) ^ 2 := by
  obtain ⟨hu, hc⟩ := number_algebra h
  have hd := (number_algebra h.swap).1
  have e1 : num u * num d * num u = num u * num d := by
    linear_combination (norm := noncomm_ring) hu * num d - num u * hc
  have e2 : num u * num d * num d = num u * num d := by
    rw [mul_assoc, hd]
  have e0 : (num u - num d) ^ 2 = num u + num d - 2 * (num u * num d) := by
    linear_combination (norm := noncomm_ring) hu + hd + hc
  -- the moment equals its own cube, by the product rules for the number operators
  have cube : (num u - num d) ^ 2 * (num u - num d) = num u - num d := by
    rw [e0]
    linear_combination (norm := noncomm_ring) hu - hd - hc - 2 * e1 + 2 * e2
  refine ⟨e0, ?_⟩
  calc (num u - num d) ^ 2 * (num u - num d) ^ 2
      = ((num u - num d) ^ 2 * (num u - num d)) * (num u - num d) := by
        rw [mul_assoc, ← sq (num u - num d)]
    _ = (num u - num d) ^ 2 := by rw [cube, ← sq]

variable [Algebra ℂ A]

/-- The spin component `S_x = (u† d + d† u) / 2`. -/
def spinX (u d : A) : A := (1 / 2 : ℂ) • (flip u d + flip d u)

/-- The spin component `S_y = (u† d - d† u) / (2i)`. -/
def spinY (u d : A) : A := (-Complex.I / 2) • (flip u d - flip d u)

/-- The spin component `S_z = (n_u - n_d) / 2`. -/
def spinZ (u d : A) : A := (1 / 2 : ℂ) • (num u - num d)

/-- The total spin squared, `S² = S_x² + S_y² + S_z²`. -/
def spinSq (u d : A) : A := spinX u d ^ 2 + spinY u d ^ 2 + spinZ u d ^ 2

/-- The three components obey the angular-momentum commutation relations (with `ħ = 1`). -/
theorem spin_commutation {u d : A} (h : IsCARPair u d) :
    spinX u d * spinY u d - spinY u d * spinX u d = Complex.I • spinZ u d ∧
    spinY u d * spinZ u d - spinZ u d * spinY u d = Complex.I • spinX u d ∧
    spinZ u d * spinX u d - spinX u d * spinZ u d = Complex.I • spinY u d := by
  have cs : ∀ (a b : ℂ) (x y : A),
      (a • x) * (b • y) - (b • y) * (a • x) = (a * b) • (x * y - y * x) := by
    intro a b x y
    rw [smul_mul_smul_comm, smul_mul_smul_comm, mul_comm b a, smul_sub]
  have hc := (number_algebra h).2
  have p1 := (flip_products h).2
  have p2 := (flip_products h.swap).2
  have c1 := commutator_flip h
  have c2 := commutator_flip h.swap
  unfold spinX spinY spinZ
  refine ⟨?_, ?_, ?_⟩
  · have k : (flip u d + flip d u) * (flip u d - flip d u)
        - (flip u d - flip d u) * (flip u d + flip d u)
        = -((num u - num d) + (num u - num d)) := by
      linear_combination (norm := noncomm_ring) 2 * p2 - 2 * p1 + 2 * hc
    rw [cs, k]
    module
  · have k : (flip u d - flip d u) * (num u - num d)
        - (num u - num d) * (flip u d - flip d u)
        = -((flip u d + flip d u) + (flip u d + flip d u)) := by
      linear_combination (norm := noncomm_ring) -c1 - c2
    rw [cs, k]
    module
  · have k : (num u - num d) * (flip u d + flip d u)
        - (flip u d + flip d u) * (num u - num d)
        = (flip u d - flip d u) + (flip u d - flip d u) := by
      linear_combination (norm := noncomm_ring) c1 - c2
    have hI : Complex.I * (-Complex.I / 2) = 1 / 2 := by
      linear_combination (-1 / 2 : ℂ) * Complex.I_mul_I
    rw [cs, k, smul_smul, hI]
    module

/-- Each Cartesian spin component has the same square, `(n_u - n_d)² / 4`. -/
theorem component_sq {u d : A} (h : IsCARPair u d) :
    spinX u d ^ 2 = (1 / 4 : ℂ) • (num u - num d) ^ 2 ∧
    spinY u d ^ 2 = (1 / 4 : ℂ) • (num u - num d) ^ 2 ∧
    spinZ u d ^ 2 = (1 / 4 : ℂ) • (num u - num d) ^ 2 := by
  have hc := (number_algebra h).2
  obtain ⟨q1, p1⟩ := flip_products h
  obtain ⟨q2, p2⟩ := flip_products h.swap
  have ht := (moment_sq h).1
  have kx : (flip u d + flip d u) * (flip u d + flip d u) = (num u - num d) ^ 2 := by
    linear_combination (norm := noncomm_ring) q1 + q2 + p1 + p2 - ht + hc
  have ky : (flip u d - flip d u) * (flip u d - flip d u) = -(num u - num d) ^ 2 := by
    linear_combination (norm := noncomm_ring) q1 + q2 - p1 - p2 + ht - hc
  have hI : (-Complex.I / 2) * (-Complex.I / 2) = -(1 / 4) := by
    linear_combination (1 / 4 : ℂ) * Complex.I_mul_I
  have hq : (1 / 2 : ℂ) * (1 / 2) = 1 / 4 := by norm_num
  refine ⟨?_, ?_, ?_⟩
  · rw [spinX, sq, smul_mul_smul_comm, kx, hq]
  · rw [spinY, sq, smul_mul_smul_comm, ky, hI, neg_smul, smul_neg, neg_neg]
  · rw [spinZ, sq, smul_mul_smul_comm, hq, ← sq]

/-- The local spin of one orbital satisfies
`S² = (3/4)(n_u - n_d)² = (3/4)(n_u + n_d - 2 n_u n_d)` and `S² (S² - 3/4) = 0`. -/
theorem local_spin_sq {u d : A} (h : IsCARPair u d) :
    spinSq u d = (3 / 4 : ℂ) • (num u - num d) ^ 2 ∧
    spinSq u d = (3 / 4 : ℂ) • (num u + num d - 2 * (num u * num d)) ∧
    spinSq u d * (spinSq u d - (3 / 4 : ℂ) • (1 : A)) = 0 := by
  obtain ⟨hx, hy, hz⟩ := component_sq h
  obtain ⟨ht, hi⟩ := moment_sq h
  have hS : spinSq u d = (3 / 4 : ℂ) • (num u - num d) ^ 2 := by
    rw [spinSq, hx, hy, hz]
    module
  refine ⟨hS, by rw [hS, ht], ?_⟩
  -- idempotency of the squared moment gives the quadratic equation
  rw [hS, mul_sub, smul_mul_smul_comm, smul_mul_smul_comm, hi, mul_one, sub_self]

/-- The spin-up annihilator in the basis empty, up, down, doubly occupied. -/
def upMatrix : Matrix (Fin 4) (Fin 4) ℂ :=
  !![0, 1, 0, 0; 0, 0, 0, 0; 0, 0, 0, 1; 0, 0, 0, 0]

/-- The spin-down annihilator in the same basis, with its fermionic sign. -/
def downMatrix : Matrix (Fin 4) (Fin 4) ℂ :=
  !![0, 0, 1, 0; 0, 0, 0, -1; 0, 0, 0, 0; 0, 0, 0, 0]

/-- The explicit 4×4 matrices obey the anticommutation relations, and their `S²` is
diagonal with entries `0, 3/4, 3/4, 0`. -/
theorem local_spin_witness :
    IsCARPair upMatrix downMatrix ∧
      spinSq upMatrix downMatrix = Matrix.diagonal ![0, 3 / 4, 3 / 4, 0] := by
  have su : star upMatrix = !![0, 0, 0, 0; 1, 0, 0, 0; 0, 0, 0, 0; 0, 0, 1, 0] := by
    ext i j
    fin_cases i <;> fin_cases j <;> simp [upMatrix]
  have sd : star downMatrix = !![0, 0, 0, 0; 0, 0, 0, 0; 1, 0, 0, 0; 0, -1, 0, 0] := by
    ext i j
    fin_cases i <;> fin_cases j <;> simp [downMatrix]
  have h : IsCARPair upMatrix downMatrix := by
    constructor <;> (try rw [su]) <;> (try rw [sd]) <;> ext i j <;>
      fin_cases i <;> fin_cases j <;>
      simp [upMatrix, downMatrix, Matrix.mul_apply, Fin.sum_univ_four]
  have nu : num upMatrix = Matrix.diagonal ![0, 1, 0, 1] := by
    rw [num, su]
    ext i j
    fin_cases i <;> fin_cases j <;> simp [upMatrix, Matrix.mul_apply, Fin.sum_univ_four]
  have nd : num downMatrix = Matrix.diagonal ![0, 0, 1, 1] := by
    rw [num, sd]
    ext i j
    fin_cases i <;> fin_cases j <;> simp [downMatrix, Matrix.mul_apply, Fin.sum_univ_four]
  refine ⟨h, ?_⟩
  rw [(local_spin_sq h).1, nu, nd, sq, Matrix.diagonal_sub, Matrix.diagonal_mul_diagonal,
    ← Matrix.diagonal_smul]
  congr 1
  funext i
  fin_cases i <;> simp

end

end LocalOrbitalSpin
```

```lean
#print axioms LocalOrbitalSpin.spin_commutation
#print axioms LocalOrbitalSpin.local_spin_sq
```

```
'LocalOrbitalSpin.spin_commutation' depends on axioms: [propext, Classical.choice, Quot.sound]
'LocalOrbitalSpin.local_spin_sq' depends on axioms: [propext, Classical.choice, Quot.sound]
```

### What the theorems say

`A` is a ring with an involution `star`, which plays the role of the adjoint; from `spinX` onwards it is also an algebra over `ℂ`. The hypothesis `IsCARPair u d` lists the six displayed relations. They express Fermi statistics for two orthonormal one-electron states, and they are assumed. `num u` is \(n_u\), `flip u d` is \(F\), `flip d u` is \(F^\dagger\), and `•` multiplies an operator by a complex number.

`spinSq` is defined as the sum of the three squared components, so its expression through occupations is a result. `local_spin_sq` states both forms of \(S^2\) and the quadratic equation. The idempotency of \((n_u-n_d)^2\) is the second part of `moment_sq`, and `spin_commutation` contains the three commutators.

No Hilbert space, dimension or Hamiltonian enters. Nor do the theorems treat the total spin of several orbitals, which has cross terms between sites. Self-adjointness of the components is not stated either, and the file does not require `star` to conjugate complex scalars.

`local_spin_witness` supplies the concrete case. In the basis empty, up, down, double, with the last state equal to \(u^\dagger d^\dagger\) applied to the empty one, `upMatrix` and `downMatrix` satisfy all six relations, and \(S^2=\mathrm{diag}(0,\tfrac34,\tfrac34,0)\). Both roots of the quadratic equation therefore occur.

### How the proof follows the algebra

Most steps use `linear_combination (norm := noncomm_ring)`. One names the relations to be used, each multiplied from the left and right by suitable operators, and `noncomm_ring` checks that the rest agrees without commuting any factors. For \(n_u^2=n_u\), the term `star u * h.u_star * u` inserts \(uu^\dagger+u^\dagger u=1\) between \(u^\dagger\) and \(u\), and the second term removes \(u^\dagger u^\dagger uu\).

- `IsCARPair.swap` exchanges the spin labels, so each statement about \(F\) also serves for \(F^\dagger\).
- `number_algebra` and `flip_products` prove the product rules for the number operators and the flips.
- `commutator_flip` proves the four products of \(F\) with the number operators as `a1` to `a4` and combines them into \([m,F]=2F\).
- `moment_sq` expands \(m^2\), proves \(m^3=m\) under the name `cube`, and deduces idempotency.
- `spin_commutation` takes the scalar prefactors out of each commutator with `cs`, then computes what is left from the flip rules.
- `component_sq` computes \((F+F^\dagger)^2=m^2\) and \((F-F^\dagger)^2=-m^2\) as `kx` and `ky`; the factor \((-i/2)^2=-\tfrac14\) restores the sign for \(S_y\).

`local_spin_sq` adds the three squares and uses idempotency for the quadratic equation. In the matrix example, the relations are checked entry by entry, and \(S^2\) is then obtained from the general theorem and the diagonal number matrices.

### Local moments from double occupancy

In a simulation of the single-band Hubbard model, the expectation value of the identity at one site is

\[
\langle S^2\rangle=\tfrac34\left(\langle n_u+n_d\rangle-2\langle n_un_d\rangle\right),
\]

so the density and the double occupancy already determine the local squared spin. With one electron per site on average and a double occupancy of \(0.1\), it is \(0.6\). Solved for the interaction, the same identity reads

\[
Un_un_d=\tfrac U2(n_u+n_d)-\tfrac{2U}3S^2,
\]

where \(U\) is the on-site repulsion. For \(U>0\), at fixed density, the repulsion thus favours a large local spin.

### When the two modes are not orthogonal

Drop only the relation `ud_star`, and take

\[
u=d=a=\begin{pmatrix}0&1\\0&0\end{pmatrix}.
\]

The other five relations hold, but \(ud^\dagger+d^\dagger u=1\): the two modes are the same state, with overlap one instead of zero. Now \(n_u-n_d=0\), so the formula predicts \(S^2=0\). The definitions give \(S_x=a^\dagger a\) and \(S_y=S_z=0\), hence \(S^2=a^\dagger a=\mathrm{diag}(0,1)\). The quadratic equation fails too, since \(S^2(S^2-\tfrac34)=\tfrac14a^\dagger a\ne0\).

A missing fermionic sign is harder to notice. Changing the \(-1\) in `downMatrix` to \(+1\) breaks the relations between the modes but leaves the matrix of \(S^2\) unchanged, so code that builds these operators should test the anticommutators themselves.
